# Voigt columns of tensor components, scaled by $p_I$ for stress and $q_I$ for strain, reproduce $\sigma_{ij}e_{ij}$ for all symmetric pairs exactly when $p_I q_I$ is 1 for normal and 2 for shear components

List the six independent tensor components of stress and of strain in Voigt order, taking the shear strains as $e_{ij}$ and not as the engineering shears $2e_{ij}$. Multiply the stress components by real factors $p_I$ and the strain components by real factors $q_I$: the dot product of the two columns equals the full contraction $\sigma_{ij}e_{ij}$ for every pair of symmetric tensors if and only if $p_Iq_I=1$ for each normal index and $p_Iq_I=2$ for each shear index. If stress and strain share one scaling with positive factors, this equality holds for all symmetric pairs only for Mandel's scaling, with 1 for normal and $\sqrt2$ for shear components.

```lean
import Mathlib

open Matrix

namespace VoigtScaling

noncomputable section

/-- First tensor index of each Voigt index, in the order 11, 22, 33, 23, 13, 12. -/
def row : Fin 6 → Fin 3 := ![0, 1, 2, 1, 0, 0]

/-- Second tensor index of each Voigt index, in the order 11, 22, 33, 23, 13, 12. -/
def col : Fin 6 → Fin 3 := ![0, 1, 2, 2, 2, 1]

/-- The multiplicity of a Voigt index: 1 for normal and 2 for shear components. -/
def weight (I : Fin 6) : ℝ := if row I = col I then 1 else 2

/-- The Mandel factors: 1 for normal and √2 for shear components. -/
def mandel (I : Fin 6) : ℝ := if row I = col I then 1 else √2

/-- The column of six Voigt components of a tensor, each multiplied by its factor `p I`. -/
def scaled (p : Fin 6 → ℝ) (A : Matrix (Fin 3) (Fin 3) ℝ) : Fin 6 → ℝ :=
  fun I => p I * A (row I) (col I)

/-- The full contraction `σ_ij e_ij` of stress and strain. -/
def work (σ e : Matrix (Fin 3) (Fin 3) ℝ) : ℝ := ∑ i, ∑ j, σ i j * e i j

/-- The symmetric tensor whose only non-zero entries are ones at the places
belonging to the Voigt index `I`. -/
def unitTensor (I : Fin 6) : Matrix (Fin 3) (Fin 3) ℝ :=
  Matrix.of fun i j =>
    if (i = row I ∧ j = col I) ∨ (i = col I ∧ j = row I) then 1 else 0

/-- The unit tensor of every Voigt index is symmetric. -/
theorem unitTensor_isSymm (I : Fin 6) : (unitTensor I).IsSymm := by
  apply Matrix.IsSymm.ext
  intro i j
  simp only [unitTensor, Matrix.of_apply]
  exact if_congr (by tauto) rfl rfl

/-- The scaled column of a unit tensor has the single non-zero slot `I`, filled by the
scale factor (if that factor is not zero). -/
theorem scaled_unitTensor (p : Fin 6 → ℝ) (I : Fin 6) :
    scaled p (unitTensor I) = Pi.single I (p I) := by
  ext J
  fin_cases I <;> fin_cases J <;>
    simp [scaled, unitTensor, row, col]

/-- The contraction of a unit tensor with itself is the multiplicity of its Voigt index. -/
theorem work_unitTensor (I : Fin 6) :
    work (unitTensor I) (unitTensor I) = weight I := by
  fin_cases I <;>
    simp [work, unitTensor, weight, row, col, Fin.sum_univ_three] <;> norm_num

/-- The dot product of scaled stress and strain columns equals `σ_ij e_ij` for all symmetric
pairs if and only if `p I * q I` is 1 for normal and 2 for shear indices. -/
theorem dot_eq_work_iff (p q : Fin 6 → ℝ) :
    (∀ σ e : Matrix (Fin 3) (Fin 3) ℝ, σ.IsSymm → e.IsSymm →
      scaled p σ ⬝ᵥ scaled q e = work σ e) ↔ ∀ I, p I * q I = weight I := by
  constructor
  · -- test the identity on the unit tensor of each Voigt index
    intro h I
    have hI := h _ _ (unitTensor_isSymm I) (unitTensor_isSymm I)
    rw [scaled_unitTensor, scaled_unitTensor, work_unitTensor, single_dotProduct,
      Pi.single_eq_same] at hI
    exact hI
  · intro h σ e hσ he
    have h0 : p 0 * q 0 = 1 := by rw [h]; simp [weight, row, col]
    have h1 : p 1 * q 1 = 1 := by rw [h]; simp [weight, row, col]
    have h2 : p 2 * q 2 = 1 := by rw [h]; simp [weight, row, col]
    have h3 : p 3 * q 3 = 2 := by rw [h]; simp [weight, row, col]
    have h4 : p 4 * q 4 = 2 := by rw [h]; simp [weight, row, col]
    have h5 : p 5 * q 5 = 2 := by rw [h]; simp [weight, row, col]
    -- write out both sums and identify the mirrored shear entries
    have hdot : scaled p σ ⬝ᵥ scaled q e =
        p 0 * σ 0 0 * (q 0 * e 0 0) + p 1 * σ 1 1 * (q 1 * e 1 1)
        + p 2 * σ 2 2 * (q 2 * e 2 2) + p 3 * σ 1 2 * (q 3 * e 1 2)
        + p 4 * σ 0 2 * (q 4 * e 0 2) + p 5 * σ 0 1 * (q 5 * e 0 1) := by
      simp only [dotProduct, Fin.sum_univ_six]
      rfl
    rw [hdot]
    simp only [work, Fin.sum_univ_three]
    rw [hσ.apply 0 1, hσ.apply 0 2, hσ.apply 1 2,
      he.apply 0 1, he.apply 0 2, he.apply 1 2]
    linear_combination σ 0 0 * e 0 0 * h0 + σ 1 1 * e 1 1 * h1 + σ 2 2 * e 2 2 * h2
      + σ 1 2 * e 1 2 * h3 + σ 0 2 * e 0 2 * h4 + σ 0 1 * e 0 1 * h5

/-- The square of each Mandel factor is the multiplicity of its Voigt index. -/
theorem mandel_mul_self (I : Fin 6) : mandel I * mandel I = weight I := by
  unfold mandel weight
  split_ifs <;> norm_num

/-- A positive scaling preserves the squared length `A_ij A_ij` of every symmetric tensor if and
only if it is the Mandel scaling. -/
theorem length_preserved_iff_mandel (p : Fin 6 → ℝ) (hp : ∀ I, 0 < p I) :
    (∀ A : Matrix (Fin 3) (Fin 3) ℝ, A.IsSymm →
      scaled p A ⬝ᵥ scaled p A = work A A) ↔ p = mandel := by
  constructor
  · intro h
    funext I
    have hI := h _ (unitTensor_isSymm I)
    rw [scaled_unitTensor, work_unitTensor, single_dotProduct, Pi.single_eq_same,
      ← mandel_mul_self] at hI
    have hm : 0 < mandel I := by
      unfold mandel
      split_ifs <;> positivity
    -- of the two square roots only the positive one is allowed
    rcases mul_self_eq_mul_self_iff.1 hI with h' | h'
    · exact h'
    · linarith [hp I]
  · rintro rfl A hA
    exact (dot_eq_work_iff mandel mandel).2 mandel_mul_self A A hA hA

/-- If stress and strain share one positive scaling, the dot product equals `σ_ij e_ij` for
all symmetric pairs if and only if the scaling is Mandel's. -/
theorem common_scaling_iff_mandel (p : Fin 6 → ℝ) (hp : ∀ I, 0 < p I) :
    (∀ σ e : Matrix (Fin 3) (Fin 3) ℝ, σ.IsSymm → e.IsSymm →
      scaled p σ ⬝ᵥ scaled p e = work σ e) ↔ p = mandel := by
  constructor
  · intro h
    exact (length_preserved_iff_mandel p hp).1 fun A hA => h A A hA hA
  · rintro rfl
    exact (dot_eq_work_iff mandel mandel).2 mandel_mul_self

/-- Hooke's law `σ_ij = C_ijkl e_kl`. -/
def hooke (C : Fin 3 → Fin 3 → Fin 3 → Fin 3 → ℝ) (e : Matrix (Fin 3) (Fin 3) ℝ) :
    Matrix (Fin 3) (Fin 3) ℝ :=
  Matrix.of fun i j => ∑ k, ∑ l, C i j k l * e k l

/-- The 6×6 stiffness matrix with entries `p_I p_J C_IJ`. -/
def stiffness (p : Fin 6 → ℝ) (C : Fin 3 → Fin 3 → Fin 3 → Fin 3 → ℝ) :
    Matrix (Fin 6) (Fin 6) ℝ :=
  Matrix.of fun I J => p I * p J * C (row I) (col I) (row J) (col J)

/-- When `p I * q I` is 1 for normal and 2 for shear indices, the scaled stress column is the
stiffness matrix `p_I p_J C_IJ` times the scaled strain column, for every symmetric strain and every
`C` with `C_ijkl = C_ijlk`. -/
theorem hooke_scaled (p q : Fin 6 → ℝ) (hpq : ∀ I, p I * q I = weight I)
    (C : Fin 3 → Fin 3 → Fin 3 → Fin 3 → ℝ) (hC : ∀ i j k l, C i j k l = C i j l k)
    (e : Matrix (Fin 3) (Fin 3) ℝ) (he : e.IsSymm) :
    scaled p (hooke C e) = stiffness p C *ᵥ scaled q e := by
  funext I
  -- each stress component is a contraction of the strain with a symmetric tensor
  have key := (dot_eq_work_iff p q).2 hpq (Matrix.of (C (row I) (col I))) e
    (Matrix.IsSymm.ext fun k l => hC (row I) (col I) l k) he
  change p I * work (Matrix.of (C (row I) (col I))) e =
    ∑ J, p I * p J * C (row I) (col I) (row J) (col J) * scaled q e J
  rw [← key]
  simp only [dotProduct, Finset.mul_sum]
  refine Finset.sum_congr rfl fun J _ => ?_
  simp only [scaled, Matrix.of_apply]
  ring

end

end VoigtScaling
```

```lean
#print axioms VoigtScaling.common_scaling_iff_mandel
#print axioms VoigtScaling.hooke_scaled
```

```
'VoigtScaling.common_scaling_iff_mandel' depends on axioms: [propext, Classical.choice, Quot.sound]
'VoigtScaling.hooke_scaled' depends on axioms: [propext, Classical.choice, Quot.sound]
```

## Tensors, columns and the factor of two

Stress $\sigma$ and strain $e$ are real $3\times3$ matrices of Cartesian components in one fixed basis. Indices start at zero, as they do in Lean, so $\sigma_{00}$ is the component usually written $\sigma_{11}$. The Voigt index $I$ runs from 0 to 5, and the maps `row` and `col` give its two tensor indices:

| $I$ | 0 | 1 | 2 | 3 | 4 | 5 |
|---|---|---|---|---|---|---|
| tensor indices | 00 | 11 | 22 | 12 | 02 | 01 |
| usual label | 11 | 22 | 33 | 23 | 13 | 12 |

For a tensor $A$, write $A_I$ for the entry at the place belonging to $I$, so that $A_3=A_{12}$. The column `scaled p A` has the entries $p_IA_I$. It reads only the diagonal and the upper triangle of $A$, which is enough to recover a symmetric tensor when no factor is zero.

The function `work` is the double sum $\sum_{ij}\sigma_{ij}e_{ij}$ over all nine entries. If $e$ is a small strain increment applied at stress $\sigma$, this is the work done per unit volume. In linear elasticity, with $\sigma$ the stress belonging to the total strain $e$, half of it is the stored energy density. The first theorem does not need either reading, since $\sigma$ and $e$ are independent there and no material law connects them.

Each shear component occurs twice in the double sum and once in the column. The function `weight` records this multiplicity, written $w_I$ below: it is 1 for $I=0,1,2$ and 2 for $I=3,4,5$. The function `mandel` gives the factors $m_I=\sqrt{w_I}$.

## What the four main theorems say

`dot_eq_work_iff` takes arbitrary real factors $p$ and $q$, of either sign. It states that

$$\sum_I (p_I\sigma_I)(q_Ie_I)=\sum_{ij}\sigma_{ij}e_{ij}\quad\text{for all symmetric }\sigma,e$$

is equivalent to $p_Iq_I=w_I$ for all six $I$. The hypothesis `IsSymm` on the stress stands for the balance of angular momentum in a body without internal couples. On the strain it reflects the definition of $e$ as the symmetric part of the displacement gradient.

The common engineering convention is one solution: stress is left unscaled, $p_I=1$, and strain carries $q_I=w_I$, so that its shear entries are the engineering shears $2e_{12}$, $2e_{02}$ and $2e_{01}$. Mandel's convention, $p_I=q_I=m_I$, is another.

`common_scaling_iff_mandel` sets $q=p$ and assumes that every $p_I$ is positive. The contraction is then reproduced for all symmetric pairs if and only if $p=m$. Positivity fixes a sign convention: a negative factor would reverse the sign of a component in the column, which leaves the product of two such entries unchanged.

`length_preserved_iff_mandel` asks for less. It requires only that $\sum_I(p_IA_I)^2=\sum_{ij}A_{ij}^2$ for every symmetric $A$, so the squared length of each single tensor is preserved. Among positive scalings this already forces $p=m$.

`hooke_scaled` concerns the linear law $\sigma_{ij}=\sum_{kl}C_{ijkl}e_{kl}$. If $p_Iq_I=w_I$ for all $I$ and $C_{ijkl}=C_{ijlk}$, then for every symmetric strain

$$p_I\sigma_I=\sum_J\left(p_Ip_JC_{IJ}\right)\left(q_Je_J\right),$$

where $C_{IJ}$ is the tensor component whose first index pair belongs to $I$ and whose second belongs to $J$. Neither symmetry of $C$ in its first pair nor exchange symmetry between the pairs is assumed. Without symmetry in the first pair the stress need not be symmetric; the formula still holds for the six entries in the column, but these no longer determine the other three.

For linear elastic constants obtained from electronic-structure or molecular simulations, this rule fixes the factors needed to move a $6\times6$ stiffness matrix between engineering and Mandel columns. The engineering choice gives the entries $C_{IJ}$ themselves. Mandel's choice multiplies normal–shear entries by $\sqrt2$ and shear–shear entries by 2.

The theorems say nothing about finite strain, stability or the values of elastic constants, and they do not treat a change of basis.

## Comparing coefficients in the two sums

For symmetric $\sigma$ and $e$, the products at mirrored places agree, for example $\sigma_{10}e_{10}=\sigma_{01}e_{01}$. The nine terms of the contraction therefore collapse to six:

$$\sum_{ij}\sigma_{ij}e_{ij}
=\sigma_{00}e_{00}+\sigma_{11}e_{11}+\sigma_{22}e_{22}
+2\sigma_{12}e_{12}+2\sigma_{02}e_{02}+2\sigma_{01}e_{01}
=\sum_I w_I\sigma_Ie_I.$$

The dot product of the scaled columns is $\sum_Ip_Iq_I\sigma_Ie_I$. Subtracting gives

$$\sum_I(p_I\sigma_I)(q_Ie_I)-\sum_{ij}\sigma_{ij}e_{ij}
=\sum_I(p_Iq_I-w_I)\,\sigma_Ie_I.$$

If $p_Iq_I=w_I$ for every $I$, the right-hand side vanishes, so the condition is sufficient.

For the converse, suppose that the two expressions agree for all symmetric pairs. Fix $I$ and let $U$ be the symmetric tensor with ones at the places belonging to $I$ and zeros elsewhere. It has one non-zero entry for a normal index and two for a shear index. Put $\sigma=e=U$. The scaled columns have the single entries $p_I$ and $q_I$ in slot $I$, so their dot product is $p_Iq_I$. The contraction counts the ones in $U$ and equals $w_I$. Hence $p_Iq_I=w_I$.

Now let $q=p$ with all factors positive. The same test gives $p_I^2=w_I=m_I^2$, or

$$(p_I-m_I)(p_I+m_I)=0.$$

The second bracket is positive, so $p_I=m_I$. Since the test used the same tensor for stress and strain, preservation of squared lengths was enough. Conversely, $m_I^2=w_I$, so Mandel's factors satisfy the general condition and preserve both contractions and squared lengths.

## From the contraction to Hooke's law

Fix a stress component $I$, with tensor indices $i$ and $j$. The numbers $B_{kl}=C_{ijkl}$ form a $3\times3$ matrix, which is symmetric because $C_{ijkl}=C_{ijlk}$. The stress component is the contraction of this matrix with the strain:

$$\sigma_I=\sum_{kl}B_{kl}e_{kl}.$$

The first theorem applies with $B$ in the place of the stress tensor:

$$\sigma_I=\sum_J(p_JB_J)(q_Je_J)=\sum_Jp_JC_{IJ}\,q_Je_J.$$

Multiplication by $p_I$ gives the matrix law. One factor $p$ in the stiffness entry comes from scaling the stress on the left, and the other comes from the contraction with the strain.

## One normal and one shear component in numbers

Take $\sigma_{00}=3$ GPa and $\sigma_{01}=\sigma_{10}=2$ GPa, with strains $e_{00}=0.001$ and $e_{01}=e_{10}=0.004$, and let all other entries vanish. The two tensors are chosen independently to illustrate the arithmetic; they are not the stress and strain of a particular material. In units of GPa for stress and $10^{-3}$ for strain, the products are in MPa, which is the same as MJ/m³. The contraction is

$$3\cdot1+2\cdot4+2\cdot4=19.$$

Only slots 0 and 5 of the columns are occupied:

- Without scaling, the dot product is $3\cdot1+2\cdot4=11$, which misses one of the two shear terms.
- With engineering shear strain, it is $3\cdot1+2\cdot8=19$.
- With Mandel factors, it is $3\cdot1+(2\sqrt2)(4\sqrt2)=19$.
- With Mandel stress and engineering strain, it is $3\cdot1+(2\sqrt2)\cdot8\approx25.6$.

The last line mixes two valid conventions. Its shear product is $p_5q_5=2\sqrt2$ instead of 2, so the shear work is too large by a factor of $\sqrt2$.

## How the Lean proofs follow the calculation

The tensor $U$ is `unitTensor I`. Its definition accepts an index pair in either order, and `unitTensor_isSymm` uses this to show that swapping the indices changes nothing. In `scaled_unitTensor`, the column of $U$ is identified with `Pi.single I (p I)`, the column that has $p_I$ in slot $I$ and zeros elsewhere. The two uses of `fin_cases` run through all 36 pairs of Voigt indices. The lemma `work_unitTensor` evaluates the contraction in the six cases and finds $w_I$.

The forward direction of `dot_eq_work_iff` inserts $U$ for both tensors and rewrites with these lemmas. The rule `single_dotProduct` reduces the sum over six slots to the one product $p_Iq_I$.

The reverse direction first specialises the hypothesis to the six equations `h0` to `h5`. The equation `hdot` writes out the dot product, and the rewrites with `hσ.apply` and `he.apply` replace the lower-triangle entries in the contraction by their upper-triangle partners. What remains is the difference formula above. The final `linear_combination` multiplies each equation $p_Iq_I=w_I$ by $\sigma_Ie_I$ and adds the results.

For the Mandel theorems, `mandel_mul_self` supplies $m_I^2=w_I$. In `length_preserved_iff_mandel`, the unit tensor gives $p_I^2=m_I^2$, and `mul_self_eq_mul_self_iff` splits this into $p_I=m_I$ or $p_I=-m_I$. The second case contradicts the positivity of both numbers. The forward direction of `common_scaling_iff_mandel` sets the strain equal to the stress and uses the length theorem; its reverse direction is an instance of `dot_eq_work_iff`.

In `hooke_scaled`, the statement `key` is the contraction identity for the matrix $B$, written `Matrix.of (C (row I) (col I))`. The `change` step displays the left-hand side as $p_I$ times a contraction and the right-hand side as a sum over $J$. After rewriting with `key`, the factor $p_I$ is moved inside the sum, and `ring` compares the terms for each $J$.

## Allowing the components to mix

The scaling here is diagonal: each column entry contains one tensor component. A wider model would let real $6\times6$ matrices $P$ and $Q$ act on the unscaled stress and strain columns. With $W$ the diagonal matrix of the multiplicities $w_I$, the requirement would become

$$P^{\mathsf T}Q=W.$$

For $P=Q$ the solutions would be $P=RM$, where $M$ is the diagonal matrix of Mandel factors and $R$ is any orthogonal $6\times6$ matrix. Mandel's scaling would then be unique only up to an orthogonal change of basis in the six-dimensional column space. This extension is not formalised in the file, whose uniqueness theorems concern positive diagonal factors.
